# On a periodic grid of N cells, an augmentation density of wavevector q contains only plane waves p ≡ q mod N

The supercell is modelled as a one-dimensional periodic grid of N primitive cells with M points each, and the augmentation charge as an arbitrary complex function Q on that grid, copied into every cell with the phase of the perturbation. The Fourier coefficient of the resulting density at p is N times that of Q if p ≡ q mod N, and zero otherwise.

In Lean 4 with Mathlib:

```lean
import Mathlib

open Finset

namespace UltrasoftLatticeDynamics

noncomputable section

/-- The phase factor `exp(2πi k/L)`. -/
def phase (L : ℕ) (k : ℤ) : ℂ := Complex.exp (2 * Real.pi * Complex.I * k / L)

/-- The discrete Fourier coefficient `∑ₓ exp(-2πi p x/L) F(x)` of a function on a periodic grid
of `L` points. -/
def gridFourier (L : ℕ) [NeZero L] (F : ZMod L → ℂ) (p : ℤ) : ℂ :=
  ∑ x : ZMod L, phase L (-(p * (x.val : ℤ))) * F x

/-- The augmentation density of a perturbation of wavevector `q`: copies of `Q` in `N` cells of
`M` grid points each, the copy in cell `l` carrying the phase `exp(2πi q l/N)`. -/
def augDensity (M N : ℕ) (q : ℤ) (Q : ZMod (M * N) → ℂ) (x : ZMod (M * N)) : ℂ :=
  ∑ l ∈ range N, phase N (q * (l : ℤ)) * Q (x - (M : ZMod (M * N)) * (l : ZMod (M * N)))

/-- Phases multiply when their arguments are added. -/
theorem phase_add (L : ℕ) (a b : ℤ) : phase L (a + b) = phase L a * phase L b := by
  unfold phase
  rw [← Complex.exp_add]
  congr 1
  push_cast
  ring

private lemma phase_eq (L : ℕ) [NeZero L] (k : ℤ) :
    phase L k = ZMod.stdAddChar (k : ZMod L) := by
  rw [phase, ZMod.stdAddChar_coe]

private lemma phase_eq_one_iff (L : ℕ) [NeZero L] (k : ℤ) :
    phase L k = 1 ↔ (L : ℤ) ∣ k := by
  rw [phase_eq, ← CharP.intCast_eq_zero_iff (ZMod L) L k]
  constructor
  · intro h
    exact ZMod.injective_stdAddChar (by rw [h, AddChar.map_zero_eq_one])
  · intro h
    rw [h, AddChar.map_zero_eq_one]

private lemma phase_mul_left (M N : ℕ) [NeZero M] [NeZero N] (k : ℤ) :
    phase (M * N) ((M : ℤ) * k) = phase N k := by
  have hM : (M : ℂ) ≠ 0 := Nat.cast_ne_zero.mpr (NeZero.ne M)
  have hN : (N : ℂ) ≠ 0 := Nat.cast_ne_zero.mpr (NeZero.ne N)
  unfold phase
  congr 1
  push_cast
  field_simp

private lemma gridFourier_eq (L : ℕ) [NeZero L] (F : ZMod L → ℂ) (p : ℤ) :
    gridFourier L F p = ∑ x : ZMod L, ZMod.stdAddChar (-((p : ZMod L) * x)) * F x := by
  unfold gridFourier
  refine sum_congr rfl fun x _ => ?_
  rw [phase_eq, Int.cast_neg, Int.cast_mul, Int.cast_natCast, ZMod.natCast_zmod_val]

/-- The sum of `exp(2πi k l/N)` over the `N` cells is `N` if `N` divides `k`, and zero
otherwise. -/
theorem phase_sum (N : ℕ) [NeZero N] (k : ℤ) :
    ∑ l ∈ range N, phase N (k * (l : ℤ)) = if (N : ℤ) ∣ k then (N : ℂ) else 0 := by
  have hpow : ∀ l : ℕ, phase N (k * (l : ℤ)) = phase N k ^ l := by
    intro l
    unfold phase
    rw [← Complex.exp_nat_mul]
    congr 1
    push_cast
    ring
  split_ifs with h
  · have h1 := (phase_eq_one_iff N k).2 h
    simp [hpow, h1]
  · -- the geometric sum closes because the N-th power of the phase is one
    have h1 : phase N k ≠ 1 := fun e => h ((phase_eq_one_iff N k).1 e)
    have hN : phase N k ^ N = 1 := by
      rw [← hpow]
      exact (phase_eq_one_iff N _).2 (Dvd.intro_left _ rfl)
    have hg := mul_neg_geom_sum (phase N k) N
    rw [hN, sub_self] at hg
    rw [sum_congr rfl fun l _ => hpow l]
    exact (mul_eq_zero.1 hg).resolve_left (sub_ne_zero.2 h1.symm)

/-- Translating a function by `l` cells multiplies its Fourier coefficient at `p` by
`exp(-2πi p l/N)`. -/
theorem gridFourier_translate (M N : ℕ) [NeZero M] [NeZero N] (Q : ZMod (M * N) → ℂ)
    (p : ℤ) (l : ℕ) :
    gridFourier (M * N) (fun x => Q (x - (M : ZMod (M * N)) * (l : ZMod (M * N)))) p
      = phase N (-(p * (l : ℤ))) * gridFourier (M * N) Q p := by
  have hph : phase N (-(p * (l : ℤ))) = ZMod.stdAddChar
      (-((p : ZMod (M * N)) * ((M : ZMod (M * N)) * (l : ZMod (M * N))))) := by
    rw [← phase_mul_left M N, phase_eq]
    congr 1
    push_cast
    ring
  rw [gridFourier_eq, gridFourier_eq, mul_sum]
  refine Fintype.sum_equiv
    (Equiv.subRight ((M : ZMod (M * N)) * (l : ZMod (M * N)))) _ _ (fun x => ?_)
  have e : -((p : ZMod (M * N)) * x)
      = -((p : ZMod (M * N)) * ((M : ZMod (M * N)) * (l : ZMod (M * N))))
        + -((p : ZMod (M * N)) * (x - (M : ZMod (M * N)) * (l : ZMod (M * N)))) := by ring
  simp only [Equiv.subRight_apply]
  rw [hph, e, AddChar.map_add_eq_mul, mul_assoc]

/-- The Fourier coefficient at `p` of the augmentation density of wavevector `q` is `N` times
that of `Q` if `p ≡ q` modulo `N`, and zero otherwise. -/
theorem gridFourier_augDensity (M N : ℕ) [NeZero M] [NeZero N] (q p : ℤ)
    (Q : ZMod (M * N) → ℂ) :
    gridFourier (M * N) (augDensity M N q Q) p
      = if p ≡ q [ZMOD N] then (N : ℂ) * gridFourier (M * N) Q p else 0 := by
  -- the transform is linear, so it acts on each cell separately
  have hlin : gridFourier (M * N) (augDensity M N q Q) p
      = ∑ l ∈ range N, phase N (q * (l : ℤ)) * gridFourier (M * N)
          (fun x => Q (x - (M : ZMod (M * N)) * (l : ZMod (M * N)))) p := by
    unfold gridFourier augDensity
    simp_rw [mul_sum]
    rw [sum_comm]
    refine sum_congr rfl fun l _ => sum_congr rfl fun x _ => ?_
    ring
  have hterm : ∀ l ∈ range N, phase N (q * (l : ℤ)) * gridFourier (M * N)
          (fun x => Q (x - (M : ZMod (M * N)) * (l : ZMod (M * N)))) p
      = phase N ((q - p) * (l : ℤ)) * gridFourier (M * N) Q p := by
    intro l _
    rw [gridFourier_translate, ← mul_assoc, ← phase_add]
    congr 2
    ring
  rw [hlin, sum_congr rfl hterm, ← sum_mul, phase_sum]
  simp only [Int.modEq_iff_dvd]
  split_ifs <;> simp

/-- Fourier inversion on a periodic grid of `L` points. -/
theorem grid_inversion (L : ℕ) [NeZero L] (F : ZMod L → ℂ) (x : ZMod L) :
    F x = 1 / (L : ℂ) * ∑ p : ZMod L,
      gridFourier L F (p.val : ℤ) * phase L ((p.val : ℤ) * (x.val : ℤ)) := by
  have hL : (L : ℂ) ≠ 0 := Nat.cast_ne_zero.mpr (NeZero.ne L)
  have hv : ∀ z : ZMod L, ((z.val : ℤ) : ZMod L) = z := by
    intro z
    rw [Int.cast_natCast, ZMod.natCast_zmod_val]
  have h1 : ∀ p : ZMod L, gridFourier L F (p.val : ℤ) * phase L ((p.val : ℤ) * (x.val : ℤ))
      = ∑ y : ZMod L, ZMod.stdAddChar (p * (x - y)) * F y := by
    intro p
    rw [gridFourier_eq, phase_eq, sum_mul]
    refine sum_congr rfl fun y _ => ?_
    rw [Int.cast_mul, hv, hv, show p * (x - y) = -(p * y) + p * x by ring,
      AddChar.map_add_eq_mul]
    ring
  -- orthogonality of the plane waves leaves only the term y = x
  have key : ∑ p : ZMod L, gridFourier L F (p.val : ℤ) * phase L ((p.val : ℤ) * (x.val : ℤ))
      = (L : ℂ) * F x := by
    rw [sum_congr rfl fun p _ => h1 p, sum_comm]
    simp_rw [← sum_mul, AddChar.sum_mulShift _ (ZMod.isPrimitive_stdAddChar L)]
    simp [sub_eq_zero, ZMod.card]
  rw [key]
  field_simp

/-- The augmentation density of wavevector `q` is `1/M` times the sum of the plane waves with
`p ≡ q` modulo `N`, weighted by the Fourier coefficients of `Q`. -/
theorem augDensity_planeWaves (M N : ℕ) [NeZero M] [NeZero N] (q : ℤ)
    (Q : ZMod (M * N) → ℂ) (x : ZMod (M * N)) :
    augDensity M N q Q x = 1 / (M : ℂ) *
      ∑ p ∈ univ.filter (fun p : ZMod (M * N) => (p.val : ℤ) ≡ q [ZMOD N]),
        gridFourier (M * N) Q (p.val : ℤ) * phase (M * N) ((p.val : ℤ) * (x.val : ℤ)) := by
  have hM : (M : ℂ) ≠ 0 := Nat.cast_ne_zero.mpr (NeZero.ne M)
  have hN : (N : ℂ) ≠ 0 := Nat.cast_ne_zero.mpr (NeZero.ne N)
  rw [grid_inversion (M * N) (augDensity M N q Q) x, sum_filter, mul_sum, mul_sum]
  refine sum_congr rfl fun p _ => ?_
  rw [gridFourier_augDensity]
  split_ifs
  · push_cast
    field_simp
  · simp

/-- A function `g` on the grid obeys `g(x + M) = exp(2πi q/N) g(x)` at every `x` exactly when it is
the augmentation density of wavevector `q` of some `Q`. -/
theorem bloch_iff_augDensity (M N : ℕ) [NeZero N] (q : ℤ) (g : ZMod (M * N) → ℂ) :
    (∀ x, g (x + (M : ZMod (M * N))) = phase N q * g x) ↔ ∃ Q, g = augDensity M N q Q := by
  have hN : (N : ℂ) ≠ 0 := Nat.cast_ne_zero.mpr (NeZero.ne N)
  constructor
  · intro hg
    -- every cell contributes the same amount g x / N
    have hl : ∀ (x : ZMod (M * N)) (l : ℕ), phase N (q * (l : ℤ)) *
        g (x - (M : ZMod (M * N)) * (l : ZMod (M * N))) = g x := by
      intro x l
      induction l with
      | zero => simp [phase]
      | succ l ih =>
        have hs := hg (x - (M : ZMod (M * N)) * ((l + 1 : ℕ) : ZMod (M * N)))
        rw [show x - (M : ZMod (M * N)) * ((l + 1 : ℕ) : ZMod (M * N)) + (M : ZMod (M * N))
          = x - (M : ZMod (M * N)) * (l : ZMod (M * N)) by push_cast; ring] at hs
        rw [show q * ((l + 1 : ℕ) : ℤ) = q * (l : ℤ) + q by push_cast; ring,
          phase_add, mul_assoc, ← hs, ih]
    refine ⟨fun x => g x / N, funext fun x => ?_⟩
    unfold augDensity
    simp_rw [← mul_div_assoc, hl]
    rw [sum_const, card_range, nsmul_eq_mul]
    field_simp
  · rintro ⟨Q, rfl⟩ x
    -- shift the cell index by one; the last cell wraps around to the first
    let a : ℕ → ℂ := fun l => phase N (q * (l : ℤ)) *
      Q (x + (M : ZMod (M * N)) - (M : ZMod (M * N)) * (l : ZMod (M * N)))
    have hwrap : a N = a 0 := by
      have h1 : phase N (q * (N : ℤ)) = 1 :=
        (phase_eq_one_iff N _).2 (Dvd.intro_left _ rfl)
      have h2 : (M : ZMod (M * N)) * (N : ZMod (M * N)) = 0 := by
        rw [← Nat.cast_mul]
        exact ZMod.natCast_self _
      simp only [a]
      rw [h1, h2]
      simp [phase]
    have hshift := (sum_range_succ' a N).symm.trans (sum_range_succ a N)
    rw [hwrap] at hshift
    have hsum : ∑ l ∈ range N, a l = ∑ l ∈ range N, a (l + 1) :=
      (add_right_cancel hshift).symm
    change ∑ l ∈ range N, a l = _
    rw [hsum, augDensity, mul_sum]
    refine sum_congr rfl fun l _ => ?_
    simp only [a]
    rw [show q * ((l + 1 : ℕ) : ℤ) = q + q * (l : ℤ) by push_cast; ring, phase_add,
      show x + (M : ZMod (M * N)) - (M : ZMod (M * N)) * ((l + 1 : ℕ) : ZMod (M * N))
        = x - (M : ZMod (M * N)) * (l : ZMod (M * N)) by push_cast; ring, mul_assoc]

end

end UltrasoftLatticeDynamics
```

```lean
#print axioms UltrasoftLatticeDynamics.augDensity_planeWaves
#print axioms UltrasoftLatticeDynamics.bloch_iff_augDensity
```

```
'UltrasoftLatticeDynamics.augDensity_planeWaves' depends on axioms: [propext, Classical.choice, Quot.sound]
'UltrasoftLatticeDynamics.bloch_iff_augDensity' depends on axioms: [propext, Classical.choice, Quot.sound]
```

The grid is `ZMod (M * N)`, the integers modulo MN, so a copy of Q that runs over the end of the supercell re-enters at the start. The density `augDensity M N q Q` is

f(x) = Σ_{l=0}^{N−1} exp(2πi q l/N) Q(x − Ml),

and `gridFourier` is the unnormalised transform

F̂(p) = Σ_x exp(−2πi p x/(MN)) F(x),

where x runs over the representatives 0, …, MN − 1. The integers q and p label wavevectors in units of the supercell's reciprocal lattice spacing. The primitive reciprocal lattice consists of the multiples of N, so p ≡ q mod N means that p is q plus a primitive reciprocal lattice vector. The instances `[NeZero M]` and `[NeZero N]` say that M and N are positive.

In ultrasoft lattice dynamics, Q stands for the augmentation charge response belonging to one cell. For this one-dimensional model with Q prescribed, the selection rule `gridFourier_augDensity` says that the augmentation density of wavevector q contains only waves q + G, where G is a multiple of N. The model does not derive Q from a pseudopotential or require it to be localised, and it contains no self-consistency, overlap operator or force constants.

The rule follows from two facts. First, put y = x − Ml in the transform of a translated copy. Since

exp(−2πi p(y + Ml)/(MN)) = exp(−2πi p l/N) exp(−2πi p y/(MN)),

translation by l cells multiplies Q̂(p) by exp(−2πi p l/N). This is `gridFourier_translate`; `Equiv.subRight` performs the change of variable, and `phase_mul_left` cancels M in the phase. The private lemmas `phase_eq` and `gridFourier_eq` rewrite the exponentials as a character of the residues, which makes them independent of the representative chosen.

Second, let ω = exp(2πi k/N). Then ω^N = 1, and

(1 − ω) Σ_{l=0}^{N−1} ω^l = 1 − ω^N = 0.

If N divides k, then ω = 1 and the sum is N. Otherwise ω ≠ 1, by `phase_eq_one_iff`, and the sum vanishes. This is `phase_sum`.

Linearity of the transform (`hlin` in the proof) and the translation rule (`hterm`) now give

f̂(p) = Q̂(p) Σ_{l=0}^{N−1} exp(2πi (q − p) l/N),

and the geometric sum with k = q − p yields N Q̂(p) or zero.

To return to real space, `grid_inversion` uses the orthogonality of plane waves. With L = MN,

Σ_p F̂(p) exp(2πi p x/L) = Σ_y F(y) Σ_p exp(2πi p(x − y)/L) = L F(x),

because the inner sum is L for y = x and zero otherwise. Applied to f, the prefactor 1/(MN) meets the factor N of the selection rule, which gives `augDensity_planeWaves`:

f(x) = (1/M) Σ_{p ≡ q mod N} Q̂(p) exp(2πi p x/(MN)), with 0 ≤ p < MN.

The last theorem, `bloch_iff_augDensity`, identifies these densities with the functions that obey the Bloch condition

g(x + M) = exp(2πi q/N) g(x).

If g obeys it, induction on l gives exp(2πi q l/N) g(x − Ml) = g(x). With Q = g/N each of the N cells therefore contributes g(x)/N, and the density is g. This Q generally extends over the whole supercell, but a Q confined to one cell also serves: the function equal to g at the points 0, …, M − 1 and zero elsewhere gives the same density.

Conversely, for a density f write

a_l = exp(2πi q l/N) Q(x + M − Ml),

so that f(x + M) = Σ_{l=0}^{N−1} a_l. The grid is periodic and exp(2πi q) = 1 for the integer q, hence a_N = a_0 (`hwrap`), and the sum is unchanged when a_l is replaced by a_{l+1}. Since a_{l+1} = exp(2πi q/N) exp(2πi q l/N) Q(x − Ml), the shifted sum is exp(2πi q/N) f(x).

The smallest sizes show both extremes. For N = 1 there is one cell, every p satisfies the congruence, and f = Q. For M = 1 each cell has one point, at most one wave on the grid survives, and f(x) = Q̂(q) exp(2πi q x/N).
